# Cooling takes a spinless impurity's subtracted entropy from ln 2 to −ln 2 when it hybridizes with one bath level at the chemical potential

If an impurity entropy is read as the logarithm of a number of states, a negative value looks like a numerical fault. But the quantity is usually a difference, total entropy minus the entropy of the isolated bath, and such a difference can be negative in a correct calculation. A spinless impurity level coupled to a single bath level, both at the chemical potential, already shows this.

## Thermal quantities on a finite Fock space

Let H be a real matrix on a finite basis labelled by `n`, with energies measured from the chemical potential, so that H stands for the grand-canonical H − μN.

In Lean 4 with Mathlib:

```lean
import Mathlib

open Matrix Filter Topology

namespace ImpurityEntropy

noncomputable section

variable {n : Type*} [Fintype n] [DecidableEq n]
```

At inverse temperature β, the Boltzmann operator is the matrix exponential exp(−βH).

```lean
/-- The Boltzmann operator `exp (-β H)`. -/
def boltzmann (H : Matrix n n ℝ) (β : ℝ) : Matrix n n ℝ := NormedSpace.exp ((-β) • H)
```

Its trace is the partition function Z.

```lean
/-- The partition function `Z = Tr exp (-β H)`. -/
def partitionFunction (H : Matrix n n ℝ) (β : ℝ) : ℝ := trace (boltzmann H β)
```

An observable A has the average ⟨A⟩ = Tr(A exp(−βH))/Z.

```lean
/-- The thermal average `Tr (A exp (-β H)) / Z`, for `Z ≠ 0`. -/
def thermalAverage (H : Matrix n n ℝ) (β : ℝ) (A : Matrix n n ℝ) : ℝ :=
  trace (A * boltzmann H β) / partitionFunction H β
```

For a symmetric H, as for every Hamiltonian below, let Eᵢ be the eigenvalues. With probabilities pᵢ = exp(−βEᵢ)/Z, we have −ln pᵢ = ln Z + βEᵢ. Averaging gives the entropy in units of the Boltzmann constant,

S = ln Z + β⟨H⟩,

which the code takes as its definition.

```lean
/-- The thermal entropy `ln Z + β ⟨H⟩`, in units of the Boltzmann constant, for `Z > 0`. -/
def entropy (H : Matrix n n ℝ) (β : ℝ) : ℝ :=
  Real.log (partitionFunction H β) + β * thermalAverage H β H
```

## Two levels and a reference bath

The operator d removes a particle from the impurity. The basis is |0⟩, d†|0⟩, c†|0⟩, d†c†|0⟩.

```lean
/-- The impurity annihilator `d` in the basis `|0⟩, d†|0⟩, c†|0⟩, d†c†|0⟩`. -/
def d : Matrix (Fin 4) (Fin 4) ℝ := !![0, 1, 0, 0; 0, 0, 0, 0; 0, 0, 0, 1; 0, 0, 0, 0]
```

The operator c does the same for the bath; its minus sign comes from moving c past d†.

```lean
/-- The bath annihilator `c` in the same basis, with its fermionic sign. -/
def c : Matrix (Fin 4) (Fin 4) ℝ := !![0, 0, 1, 0; 0, 0, 0, -1; 0, 0, 0, 0; 0, 0, 0, 0]
```

The levels exchange a particle with amplitude V:

H = V(d†c + c†d).

The matrices are real, so the transpose `dᵀ` is d†.

```lean
/-- The Hamiltonian `V (d†c + c†d)`, with both levels at the chemical potential. -/
def hamiltonian (V : ℝ) : Matrix (Fin 4) (Fin 4) ℝ := V • (dᵀ * c + cᵀ * d)
```

The isolated bath level has two states, empty and filled, both at energy zero.

```lean
/-- The isolated bath level at zero energy, on its Fock space of empty and filled states. -/
def bathHamiltonian : Matrix (Fin 2) (Fin 2) ℝ := 0
```

The impurity entropy is the difference S_imp = S_total − S_bath.

```lean
/-- The subtracted impurity entropy: total entropy minus isolated-bath entropy. -/
def impurityEntropy (V β : ℝ) : ℝ := entropy (hamiltonian V) β - entropy bathHamiltonian β
```

Checking the matrices entry by entry confirms that d and c are fermionic.

```lean
/-- The impurity and bath operators obey the canonical anticommutation relations. -/
theorem anticommutation :
    d * dᵀ + dᵀ * d = 1 ∧ c * cᵀ + cᵀ * c = 1 ∧ d * c + c * d = 0 ∧
      d * cᵀ + cᵀ * d = 0 ∧ d * d = 0 ∧ c * c = 0 := by
  refine ⟨?_, ?_, ?_, ?_, ?_, ?_⟩ <;> ext i j <;>
    simp only [Matrix.add_apply, Matrix.mul_apply, Matrix.transpose_apply,
      Fin.sum_univ_four] <;>
    fin_cases i <;> fin_cases j <;> simp [d, c]
```

## Spectrum and filling

If H = P diag(E) Q with PQ = 1, every power of H has the same form, and hence

exp(−βH) = P diag(exp(−βEᵢ)) Q.

The proof identifies Q with P⁻¹ and uses Mathlib's rule for exponentials of conjugated matrices.

```lean
/-- A diagonalization of the Hamiltonian also diagonalizes its Boltzmann operator, with
weights `exp (-β E)`. -/
theorem boltzmann_of_diagonalization {H P Q : Matrix n n ℝ} {E : n → ℝ} (hPQ : P * Q = 1)
    (hH : H = P * diagonal E * Q) (β : ℝ) :
    boltzmann H β = P * diagonal (fun i => Real.exp (-β * E i)) * Q := by
  have hinv : P⁻¹ = Q := Matrix.inv_eq_right_inv hPQ
  have hP : IsUnit P := ⟨⟨P, Q, hPQ, mul_eq_one_comm.mp hPQ⟩, rfl⟩
  have hd : diagonal (fun i => -β * E i) = (-β) • diagonal E := by
    ext i j
    by_cases h : i = j
    · subst h; simp
    · simp [h]
  have hs : (-β) • H = P * diagonal (fun i => -β * E i) * P⁻¹ := by
    rw [hinv, hH, hd, Matrix.mul_smul, Matrix.smul_mul]
  have he : NormedSpace.exp (fun i => -β * E i) = fun i => Real.exp (-β * E i) := by
    funext i
    rw [Pi.coe_exp, Real.exp_eq_exp_ℝ]
  rw [boltzmann, hs, Matrix.exp_conj _ _ hP, Matrix.exp_diagonal, hinv, he]
```

The empty and doubly filled states have energy 0. The normalised states (d† ± c†)|0⟩/√2 have energies ±V. The code leaves these vectors unnormalised and puts the factors 1/2 in Q. Transforming back gives cosh(βV) on the one-particle diagonal and −sinh(βV) off it.

```lean
/-- The Boltzmann operator of the pair has `cosh (β V)` on the one-particle diagonal and
`-sinh (β V)` off it within that sector, and leaves the empty and doubly filled states unchanged. -/
theorem boltzmann_hamiltonian (V β : ℝ) : boltzmann (hamiltonian V) β =
    !![1, 0, 0, 0; 0, Real.cosh (β * V), -Real.sinh (β * V), 0;
       0, -Real.sinh (β * V), Real.cosh (β * V), 0; 0, 0, 0, 1] := by
  -- bonding and antibonding orbitals diagonalize the one-particle sector
  have hPQ : (!![1, 0, 0, 0; 0, 1, 1, 0; 0, 1, -1, 0; 0, 0, 0, 1] : Matrix (Fin 4) (Fin 4) ℝ) *
      !![1, 0, 0, 0; 0, 1/2, 1/2, 0; 0, 1/2, -1/2, 0; 0, 0, 0, 1] = 1 := by
    ext i j
    simp only [Matrix.mul_apply, Fin.sum_univ_four]
    fin_cases i <;> fin_cases j <;> simp <;> norm_num
  rw [boltzmann_of_diagonalization (E := ![0, V, -V, 0]) hPQ]
  · ext i j
    rw [Matrix.mul_apply]
    simp only [Matrix.mul_diagonal, Fin.sum_univ_four]
    fin_cases i <;> fin_cases j <;> simp [Real.cosh_eq, Real.sinh_eq] <;> ring
  · ext i j
    simp only [hamiltonian, Matrix.smul_apply, Matrix.add_apply, Matrix.mul_apply,
      Matrix.transpose_apply, Matrix.diagonal_apply, Fin.sum_univ_four]
    fin_cases i <;> fin_cases j <;> simp [d, c] <;> ring
```

Summing the four weights,

Z = 1 + exp(−βV) + exp(βV) + 1 = 2(1 + cosh βV).

```lean
/-- The partition function of the hybridized pair is `2 (1 + cosh (β V))`. -/
theorem partitionFunction_eq (V β : ℝ) :
    partitionFunction (hamiltonian V) β = 2 * (1 + Real.cosh (β * V)) := by
  rw [partitionFunction, boltzmann_hamiltonian]
  simp [Matrix.trace, Fin.sum_univ_four]
  ring
```

Weighting by particle number gives 2 cosh βV from one particle and 2 from two. This sum equals Z, so ⟨N⟩ = 1 at every β.

```lean
/-- The pair of levels is half filled at every temperature: the mean particle number is one. -/
theorem half_filling (V β : ℝ) :
    thermalAverage (hamiltonian V) β (dᵀ * d + cᵀ * c) = 1 := by
  have hN : trace ((dᵀ * d + cᵀ * c) * boltzmann (hamiltonian V) β) =
      2 * (1 + Real.cosh (β * V)) := by
    rw [boltzmann_hamiltonian]
    simp [Matrix.trace, d, c, Matrix.mul_apply, Fin.sum_univ_four]
    ring
  rw [thermalAverage, hN, partitionFunction_eq]
  exact div_self (mul_pos two_pos (add_pos one_pos (Real.cosh_pos _))).ne'
```

## The entropy in closed form

Write x = βV. Then Tr(H exp(−βH)) = V exp(−x) − V exp(x) = −2V sinh x, so β⟨H⟩ = −x sinh x/(1 + cosh x). The bath has Z = 2 and entropy ln 2, which cancels the ln 2 in ln Z:

S_imp = ln(1 + cosh x) − x sinh x/(1 + cosh x).

For example, take exp(x) = 9, so x ≈ 2.197. Then cosh x = 41/9 and sinh x = 40/9, giving

S_imp = ln(50/9) − (4/5) ln 9 ≈ 1.715 − 1.758 = −0.043.

The total entropy is still positive, about 0.650, but lies below the bath's ln 2 ≈ 0.693.

```lean
/-- The subtracted impurity entropy in closed form, as a function of `β V`. -/
theorem impurityEntropy_eq (V β : ℝ) : impurityEntropy V β =
    Real.log (1 + Real.cosh (β * V)) -
      β * V * Real.sinh (β * V) / (1 + Real.cosh (β * V)) := by
  have hpos : 0 < 1 + Real.cosh (β * V) := add_pos one_pos (Real.cosh_pos _)
  have hE : trace (hamiltonian V * boltzmann (hamiltonian V) β) =
      -(2 * V * Real.sinh (β * V)) := by
    rw [boltzmann_hamiltonian]
    simp [Matrix.trace, hamiltonian, d, c, Matrix.mul_apply, Fin.sum_univ_four]
    ring
  have hB : boltzmann bathHamiltonian β = 1 := by
    rw [boltzmann_of_diagonalization (P := 1) (Q := 1) (E := fun _ => 0) (by simp)
      (by simp [bathHamiltonian])]
    simp
  have hbath : entropy bathHamiltonian β = Real.log 2 := by
    rw [entropy, thermalAverage, partitionFunction, hB]
    simp [bathHamiltonian]
  rw [impurityEntropy, hbath, entropy, thermalAverage, hE, partitionFunction_eq,
    Real.log_mul two_ne_zero hpos.ne']
  field_simp
  ring
```

## Cooling from ln 2 to −ln 2

Differentiating in x, the two terms sinh x/(1 + cosh x) cancel. What remains is

−x [cosh x (1 + cosh x) − sinh² x]/(1 + cosh x)² = −x/(1 + cosh x),

because cosh² x − sinh² x = 1. The chain rule supplies a factor V:

dS_imp/dβ = −βV²/(1 + cosh βV).

```lean
/-- The slope of the impurity entropy in inverse temperature is `-β V² / (1 + cosh (β V))`. -/
theorem hasDerivAt_impurityEntropy (V β : ℝ) :
    HasDerivAt (impurityEntropy V) (-(β * V ^ 2) / (1 + Real.cosh (β * V))) β := by
  have hne : 1 + Real.cosh (β * V) ≠ 0 := (add_pos one_pos (Real.cosh_pos _)).ne'
  have hx : HasDerivAt (fun b : ℝ => b * V) V β := by
    simpa using (hasDerivAt_id β).mul_const V
  have hc := hx.cosh.const_add 1
  have h := (hc.log hne).fun_sub ((hx.fun_mul hx.sinh).fun_div hc hne)
  rw [show impurityEntropy V = _ from funext (impurityEntropy_eq V)]
  refine h.congr_deriv ?_
  -- cosh² - sinh² = 1 lets one factor 1 + cosh cancel
  have e : (V * Real.sinh (β * V) + β * V * (Real.cosh (β * V) * V)) * (1 + Real.cosh (β * V)) -
      β * V * Real.sinh (β * V) * (Real.sinh (β * V) * V) =
      (1 + Real.cosh (β * V)) * (V * Real.sinh (β * V) + β * V ^ 2) := by
    linear_combination β * V ^ 2 * Real.cosh_sq (β * V)
  change Real.sinh (β * V) * V / (1 + Real.cosh (β * V)) -
    ((V * Real.sinh (β * V) + β * V * (Real.cosh (β * V) * V)) * (1 + Real.cosh (β * V)) -
      β * V * Real.sinh (β * V) * (Real.sinh (β * V) * V)) / (1 + Real.cosh (β * V)) ^ 2 = _
  rw [e, pow_two (1 + Real.cosh (β * V)), mul_div_mul_left _ _ hne]
  ring
```

For V > 0 this is negative at every β > 0, which with continuity gives strict decrease on β ≥ 0 (`StrictAntiOn` on `Set.Ici 0`). Continuity also gives the high-temperature limit S_imp(0) = ln 2. For low temperature, set u = exp(−x). Then 1 + cosh x = (1 + u)²/(2u) and sinh x/(1 + cosh x) = (1 − u)/(1 + u), so

S_imp = −ln 2 + 2 ln(1 + u) + 2xu/(1 + u).

Both u and xu vanish as x → ∞, leaving −ln 2. Physically, the coupled pair settles into one ground state, while the reference bath keeps its two. At V = 0 the difference would stay at ln 2, so some hybridization is needed.

```lean
/-- For `V > 0` the subtracted impurity entropy strictly decreases with inverse temperature
`β ≥ 0`, from the limit `ln 2` at high temperature to the limit `-ln 2` at low temperature. -/
theorem impurityEntropy_strictAnti_and_limits {V : ℝ} (hV : 0 < V) :
    StrictAntiOn (impurityEntropy V) (Set.Ici 0) ∧
      Tendsto (impurityEntropy V) (𝓝[>] 0) (𝓝 (Real.log 2)) ∧
      Tendsto (impurityEntropy V) atTop (𝓝 (-Real.log 2)) := by
  refine ⟨?_, ?_, ?_⟩
  · refine strictAntiOn_of_deriv_neg (convex_Ici 0)
      (fun b _ => (hasDerivAt_impurityEntropy V b).continuousAt.continuousWithinAt) ?_
    intro b hb
    rw [interior_Ici, Set.mem_Ioi] at hb
    rw [(hasDerivAt_impurityEntropy V b).deriv]
    have h1 : 0 < b * V ^ 2 := by positivity
    exact div_neg_of_neg_of_pos (by linarith) (add_pos one_pos (Real.cosh_pos _))
  · have h0 : impurityEntropy V 0 = Real.log 2 := by
      rw [impurityEntropy_eq]
      norm_num
    rw [← h0]
    exact (hasDerivAt_impurityEntropy V 0).continuousAt.tendsto.mono_left nhdsWithin_le_nhds
  · -- rewrite in the small quantity exp (-x), with x = β V
    have key : ∀ x : ℝ, Real.log (1 + Real.cosh x) - x * Real.sinh x / (1 + Real.cosh x) =
        -Real.log 2 + 2 * Real.log (1 + Real.exp (-x)) +
          2 * (x ^ 1 * Real.exp (-x)) / (1 + Real.exp (-x)) := by
      intro x
      have hu : 0 < 1 + Real.exp (-x) := by positivity
      have hC : 0 < 1 + Real.cosh x := add_pos one_pos (Real.cosh_pos _)
      have hE : Real.exp x * Real.exp (-x) = 1 := by rw [← Real.exp_add]; simp
      have h1 : 1 + Real.cosh x = Real.exp x * (1 + Real.exp (-x)) ^ 2 / 2 := by
        rw [Real.cosh_eq]
        linear_combination (-1 - Real.exp (-x) / 2) * hE
      have h2 : Real.sinh x / (1 + Real.cosh x) =
          (1 - Real.exp (-x)) / (1 + Real.exp (-x)) := by
        rw [div_eq_div_iff hC.ne' hu.ne', Real.sinh_eq, Real.cosh_eq]
        linear_combination hE
      have h3 : Real.log (1 + Real.cosh x) =
          x + 2 * Real.log (1 + Real.exp (-x)) - Real.log 2 := by
        rw [h1, Real.log_div (by positivity) two_ne_zero,
          Real.log_mul (Real.exp_ne_zero x) (by positivity), Real.log_exp, Real.log_pow]
        norm_num
      rw [mul_div_assoc, h2, h3]
      field_simp
      ring
    have h1u : Tendsto (fun x : ℝ => 1 + Real.exp (-x)) atTop (𝓝 1) := by
      simpa using Real.tendsto_exp_neg_atTop_nhds_zero.const_add 1
    have hlim : Tendsto (fun x : ℝ => -Real.log 2 + 2 * Real.log (1 + Real.exp (-x)) +
        2 * (x ^ 1 * Real.exp (-x)) / (1 + Real.exp (-x))) atTop (𝓝 (-Real.log 2)) := by
      have h := (((h1u.log one_ne_zero).const_mul 2).const_add (-Real.log 2)).add
        (((Real.tendsto_pow_mul_exp_neg_atTop_nhds_zero 1).const_mul 2).div h1u one_ne_zero)
      simpa using h
    refine (hlim.comp (tendsto_id.atTop_mul_const hV)).congr fun b => ?_
    rw [impurityEntropy_eq]
    exact (key (b * V)).symm
```

A limit below zero makes S_imp negative for all sufficiently large β, which is what `∀ᶠ β in atTop` says.

```lean
/-- For `V > 0` the subtracted impurity entropy is negative at all sufficiently low
temperatures. -/
theorem impurityEntropy_eventually_neg {V : ℝ} (hV : 0 < V) :
    ∀ᶠ β in atTop, impurityEntropy V β < 0 :=
  (impurityEntropy_strictAnti_and_limits hV).2.2.eventually_lt_const
    (neg_lt_zero.mpr (Real.log_pos one_lt_two))

end

end ImpurityEntropy
```

```lean
#print axioms ImpurityEntropy.anticommutation
-- 'ImpurityEntropy.anticommutation' depends on axioms: [propext, Classical.choice, Quot.sound]
#print axioms ImpurityEntropy.half_filling
-- 'ImpurityEntropy.half_filling' depends on axioms: [propext, Classical.choice, Quot.sound]
#print axioms ImpurityEntropy.impurityEntropy_eventually_neg
-- 'ImpurityEntropy.impurityEntropy_eventually_neg' depends on axioms: [propext, Classical.choice, Quot.sound]
```

For impurity solvers that subtract a bath reference, this non-interacting model with one bath level provides a test case in which a negative entropy is the right answer. It does not settle the sign for an interacting impurity or a continuous bath.
